# For k, b > 0 and coth b = Z/k, the decay rate −f′/f of the orbital f(x) = k/sinh(kx + b) falls from Z at x = 0 to k as x → ∞

The theorem `slope_spec` concerns a real orbital on the half-line x ≥ 0, f(x) = k/sinh(kx + b), and the function v(x) = k coth(kx + b), with Z > 1/2, k = Z − 1/2, b > 0 and coth b = Z/k. It states that f′ = −v f, so that v is the local decay rate of f, and that v′ = −f² and v² = k² + f² for x ≥ 0, with v(0) = Z and v(x) → k as x → ∞. No Hamiltonian or normalisation condition appears in the statement. The attempt gets the three identities from the rules of differentiation and cosh² = 1 + sinh², and the value at zero from the condition on b. For the limit it writes coth u = (1 + q²)/(1 − q²) with q = exp(−u), and lets q tend to zero.

This version doesn't compile in Lean 4 with Mathlib:

```lean
import Mathlib

open MeasureTheory Filter Topology Set
open Real (sinh cosh exp)

namespace SlopeSpec

noncomputable section

/-- The parameters of the orbital: `Z > 1/2`, `k = Z - 1/2`, `b > 0` and `coth b = Z / k`. -/
structure Matching (Z k b : ℝ) : Prop where
  charge : 1 / 2 < Z
  rate : k = Z - 1 / 2
  pos : 0 < b
  coth : cosh b / sinh b = Z / k

/-- The function `k / sinh (k x + b)`, for `k x + b ≠ 0`. -/
def profile (k b x : ℝ) : ℝ := k / sinh (k * x + b)

/-- The function `k coth (k x + b)`, for `k x + b ≠ 0`. -/
def slope (k b x : ℝ) : ℝ := k * cosh (k * x + b) / sinh (k * x + b)

/-- Under the matching condition, `f = profile` and `v = slope` obey `f' = -v f`, `v' = -f²` and
`v² = k² + f²` for `x ≥ 0`; `v` starts at `Z` and tends to `k`. -/
theorem slope_spec {Z k b : ℝ} (m : Matching Z k b) :
    (∀ x, 0 ≤ x → HasDerivAt (profile k b) (-(slope k b x * profile k b x)) x ∧
      HasDerivAt (slope k b) (-profile k b x ^ 2) x ∧
      slope k b x ^ 2 = k ^ 2 + profile k b x ^ 2) ∧
    slope k b 0 = Z ∧ Tendsto (slope k b) atTop (𝓝 k) := by
  have hk : 0 < k := by linarith [m.charge, m.rate]
  have hb := m.pos
  have hs : ∀ x, 0 ≤ x → 0 < sinh (k * x + b) := fun x hx => Real.sinh_pos_iff.2 (by positivity)
  refine ⟨fun x hx => ?_, ?_, ?_⟩
  · have hu : HasDerivAt (fun y => k * y + b) k x := by
      simpa using ((hasDerivAt_id' x).const_mul k).add_const b
    have hc := Real.cosh_sq (k * x + b)
    have h0 := (hs x hx).ne'
    refine ⟨((hasDerivAt_const x k).fun_div hu.sinh h0).congr_deriv ?_,
      ((hu.cosh.const_mul k).fun_div hu.sinh h0).congr_deriv ?_, ?_⟩
    · simp only [slope, profile]
      ring
    · rw [profile, div_pow, ← neg_div]
      congr 1
      linear_combination (-k ^ 2) * hc
    · rw [slope, profile, div_pow, div_pow, div_eq_iff (pow_ne_zero 2 h0), add_mul,
        div_mul_cancel₀ _ (pow_ne_zero 2 h0)]
      linear_combination k ^ 2 * hc
  · rw [slope, mul_zero, zero_add, mul_div_assoc, m.coth]
    field_simp
  · -- coth u = (1 + q²) / (1 - q²) with q = exp (-u)
    have hq : Tendsto (fun x => exp (-(k * x + b))) atTop (𝓝 0) :=
      Real.tendsto_exp_neg_atTop_nhds_zero.comp
        (tendsto_atTop_add_const_right _ b (tendsto_id.const_mul_atTop hk))
    have h := (((hq.mul hq).const_add 1).div ((hq.mul hq).const_sub 1)
      (by norm_num)).const_mul k
    rw [show k * ((1 + 0 * 0) / (1 - 0 * 0)) = k by norm_num] at h
    refine h.congr' ?_
    filter_upwards [eventually_ge_atTop 0] with x hx
    have h1 : exp (k * x + b) * exp (-(k * x + b)) = 1 := by
      rw [← Real.exp_add, add_neg_cancel, Real.exp_zero]
    have h2 : exp (-(k * x + b)) < 1 := Real.exp_lt_one (by nlinarith [mul_nonneg hk.le hx])
    have h3 : 1 - exp (-(k * x + b)) * exp (-(k * x + b)) ≠ 0 := by
      nlinarith [Real.exp_pos (-(k * x + b))]
    rw [slope, mul_div_assoc]
    congr 1
    refine (div_eq_div_iff h3 (hs x hx).ne').2 ?_
    rw [Real.cosh_eq, Real.sinh_eq]
    linear_combination exp (-(k * x + b)) * h1

end

end SlopeSpec
```

The compiler's answer:

```
Main.lean:61:40: error(lean.unknownIdentifier): Unknown constant `Real.exp_lt_one`
```

The message says that no constant called `Real.exp_lt_one` exists in the Mathlib used here. The name was called in `h2`, which states that exp(−(kx + b)) < 1. The inequality itself is true, since kx ≥ 0 and b > 0 make the exponent negative; only the lemma cited for it was missing.

The repair uses `Real.exp_lt_one_iff`, an equivalence between exp x < 1 and x < 0. Its direction `.2` turns a proof that the exponent is negative into the bound wanted.

The other changes are tidying. That the exponent is negative follows linearly from `hb` and the supplied fact 0 ≤ k * x, so `linarith` is enough in place of `nlinarith`. In `h3`, about which Lean did not complain, the positivity of the exponential is now named `h4`, and 1 − q² ≠ 0 is obtained through `ne_of_gt` from a strict inequality, instead of being given to `nlinarith` directly.

The change, after which it compiles:

```diff
@@ -59,7 +59,9 @@
     have h1 : exp (k * x + b) * exp (-(k * x + b)) = 1 := by
       rw [← Real.exp_add, add_neg_cancel, Real.exp_zero]
-    have h2 : exp (-(k * x + b)) < 1 := Real.exp_lt_one (by nlinarith [mul_nonneg hk.le hx])
+    have h2 : exp (-(k * x + b)) < 1 :=
+      Real.exp_lt_one_iff.2 (by linarith [mul_nonneg hk.le hx])
     have h3 : 1 - exp (-(k * x + b)) * exp (-(k * x + b)) ≠ 0 := by
-      nlinarith [Real.exp_pos (-(k * x + b))]
+      have h4 := Real.exp_pos (-(k * x + b))
+      exact ne_of_gt (by nlinarith)
     rw [slope, mul_div_assoc]
     congr 1
```
